# Bounds on the scissors-corrected polarizability with unrescaled velocities

For independent particles, a static polarizability can be computed as a sum over states from velocity matrix elements, with a scissors shift $D$ added to the transition energies to correct a gap that is too small. If the shift enters the energy denominators while the matrix elements stay those of the unshifted Hamiltonian, the result is at most the length-form value at the same shifted energies. If the unshifted transition energies are at least $G>0$, it is never below $(G/(G+D))^2$ times that value. With $D=G$, up to three quarters of the polarizability can be lost.

The setting is a complex inner product space `V` with a finite family of empty states, labelled by `ι`.

In Lean 4 with Mathlib:

```lean
import Mathlib

open scoped InnerProductSpace

namespace ScissorsPolarizability

noncomputable section

variable {V ι : Type*} [NormedAddCommGroup V] [InnerProductSpace ℂ V] [Fintype ι]
```

## Velocity, shift and the two sums

Let $H$ be the Hamiltonian and $x$ the position along one direction. In units with $\hbar=1$ the velocity is the full commutator

$$p=i[H,x],$$

so a nonlocal potential in $H$ contributes to it whenever it does not commute with $x$.

```lean
/-- The velocity operator `i[H, x]` belonging to the Hamiltonian `H` and the position `x`. -/
def velocity (H x : V →ₗ[ℂ] V) : V →ₗ[ℂ] V :=
  Complex.I • (H ∘ₗ x - x ∘ₗ H)
```

Let $v$ be the occupied state and $c_k$ the empty ones. The scissors Hamiltonian raises the empty states rigidly:

$$H_D=H+D\sum_k |c_k\rangle\langle c_k| .$$

In the code, `(innerₛₗ ℂ (c k)).smulRight (c k)` is the map $y\mapsto\langle c_k,y\rangle c_k$.

```lean
/-- The scissors Hamiltonian `H + D ∑ |c⟩⟨c|`, with the sum over the empty states `c`. -/
def scissors (H : V →ₗ[ℂ] V) (c : ι → V) (D : ℝ) : V →ₗ[ℂ] V :=
  H + (D : ℂ) • ∑ k, (innerₛₗ ℂ (c k)).smulRight (c k)
```

For transition energies $\omega_k$, the length form of the polarizability, up to a constant prefactor, is

$$\sum_k \frac{|\langle c_k,xv\rangle|^2}{\omega_k}.$$

```lean
/-- Static polarizability in length form, `∑ |⟨c, x v⟩|² / ω`, without its constant prefactor,
for nonzero transition energies `ω`. -/
def lengthPol (x : V →ₗ[ℂ] V) (v : V) (c : ι → V) (ω : ι → ℝ) : ℝ :=
  ∑ k, ‖⟪c k, x v⟫_ℂ‖ ^ 2 / ω k
```

The velocity form, with the same prefactor left out, has two more powers of the energy in the denominator:

$$\sum_k \frac{|\langle c_k,pv\rangle|^2}{\omega_k^3}.$$

```lean
/-- Static polarizability in velocity form, `∑ |⟨c, p v⟩|² / ω³`, without its constant prefactor,
for nonzero transition energies `ω`. -/
def velocityPol (p : V →ₗ[ℂ] V) (v : V) (c : ι → V) (ω : ι → ℝ) : ℝ :=
  ∑ k, ‖⟪c k, p v⟫_ℂ‖ ^ 2 / ω k ^ 3
```

Write $Hv=e_0v$, $Hc_k=e_kc_k$ and $E_k=e_k-e_0$. Below, $A$ is the length form and $B$ the velocity form with $p=i[H,x]$, both at the shifted energies $\omega_k=E_k+D$.

## From velocity to position matrix elements

Since $H$ is symmetric and $e_k$ is real, $H$ can act to the left on $c_k$:

$$\langle c_k,pv\rangle=i\big(\langle Hc_k,xv\rangle-\langle c_k,xHv\rangle\big)=iE_k\langle c_k,xv\rangle .$$

Hence $|\langle c_k,pv\rangle|^2=E_k^2|\langle c_k,xv\rangle|^2$. In the proof, `h` is the action to the left, `key` is the displayed identity, and the last rewrite takes squared norms. Nothing is asked of $x$ except linearity.

```lean
/-- Between eigenvectors of a symmetric Hamiltonian, the squared velocity matrix element is the
squared transition energy times the squared position matrix element. -/
theorem velocity_element_sq {H : V →ₗ[ℂ] V} (hH : H.IsSymmetric) (x : V →ₗ[ℂ] V)
    {v c : V} {e₀ e : ℝ} (hv : H v = (e₀ : ℂ) • v) (hc : H c = (e : ℂ) • c) :
    ‖⟪c, velocity H x v⟫_ℂ‖ ^ 2 = (e - e₀) ^ 2 * ‖⟪c, x v⟫_ℂ‖ ^ 2 := by
  -- let H act to the left on c
  have h : ⟪c, H (x v)⟫_ℂ = (e : ℂ) * ⟪c, x v⟫_ℂ := by
    rw [← hH c (x v), hc, inner_smul_left, Complex.conj_ofReal]
  have hp : velocity H x v = Complex.I • (H (x v) - x (H v)) := rfl
  have key : ⟪c, velocity H x v⟫_ℂ = Complex.I * (((e - e₀ : ℝ) : ℂ) * ⟪c, x v⟫_ℂ) := by
    rw [hp, hv, map_smul, inner_smul_right, inner_sub_right, inner_smul_right, h]
    push_cast
    ring
  rw [key, norm_mul, norm_mul, Complex.norm_I, one_mul, mul_pow, Complex.norm_real,
    Real.norm_eq_abs, sq_abs]
```

## The weight of each transition

Inserting this into the velocity form gives, for each $k$,

$$\frac{E_k^2|\langle c_k,xv\rangle|^2}{(E_k+D)^3}=\left(\frac{E_k}{E_k+D}\right)^2\frac{|\langle c_k,xv\rangle|^2}{E_k+D}.$$

Each transition thus keeps its length-form weight times a factor that depends only on its energy and the shift. The proof compares the sums term by term, names the shifted energy `w`, and lets `field_simp` cancel its powers.

```lean
/-- Between eigenvectors of a symmetric Hamiltonian, with unrescaled velocities and nonzero shifted
energies `E + D`, each transition enters the polarizability with its length-form weight times
`(E / (E + D))²`. -/
theorem velocityPol_unrescaled {H : V →ₗ[ℂ] V} (hH : H.IsSymmetric) (x : V →ₗ[ℂ] V)
    {v : V} {c : ι → V} {e₀ D : ℝ} {e : ι → ℝ} (hv : H v = (e₀ : ℂ) • v)
    (hc : ∀ k, H (c k) = (e k : ℂ) • c k) (hω : ∀ k, e k - e₀ + D ≠ 0) :
    velocityPol (velocity H x) v c (fun k => e k - e₀ + D) =
      ∑ k, ((e k - e₀) / (e k - e₀ + D)) ^ 2 *
        (‖⟪c k, x v⟫_ℂ‖ ^ 2 / (e k - e₀ + D)) := by
  simp only [velocityPol]
  refine Finset.sum_congr rfl fun k _ => ?_
  rw [velocity_element_sq hH x hv (hc k)]
  have h := hω k
  generalize e k - e₀ + D = w at h ⊢
  field_simp
```

## Small gaps suffer most

For $0<G\le E$ and $D\ge0$, cross-multiplication turns

$$\frac{G}{G+D}\le\frac{E}{E+D}$$

into $G(E+D)\le E(G+D)$, which is $GD\le ED$. Both sides of the fraction inequality are nonnegative, so it survives squaring. The call to `nlinarith` is given $GD\le ED$ as a hint.

```lean
/-- The factor `(E / (E + D))²` does not decrease with the gap `E`, for positive gaps and a
nonnegative shift `D`. -/
theorem factor_mono {G E D : ℝ} (hG : 0 < G) (hE : G ≤ E) (hD : 0 ≤ D) :
    (G / (G + D)) ^ 2 ≤ (E / (E + D)) ^ 2 := by
  have h : G / (G + D) ≤ E / (E + D) := by
    rw [div_le_div_iff₀ (by linarith) (by linarith)]
    nlinarith [mul_le_mul_of_nonneg_right hE hD]
  exact pow_le_pow_left₀ (by positivity) h 2
```

## The two-sided bound

Suppose that every transition has $E_k\ge G>0$, as in a system with a gap, and that $D\ge0$, so that the correction opens the gap. Then

$$\left(\frac{G}{G+D}\right)^2\le\left(\frac{E_k}{E_k+D}\right)^2\le1 .$$

Multiplying by the nonnegative length-form terms and summing gives

$$\left(\frac{G}{G+D}\right)^2A\le B\le A .$$

The hypotheses `hv` and `hc` are the eigenvalue equations, and `hgap` is the lower bound on the transition energies. Both halves of the proof use `Finset.sum_le_sum`: the first with `factor_mono`, the second with the fact that the factor is at most one. The inequalities do not need orthonormal states, but $A$ and $B$ are polarizabilities only if $v$ and the $c_k$ are orthonormal.

```lean
/-- For eigenvectors of a symmetric Hamiltonian with transition energies of at least `G > 0`, and
for a scissors shift `D ≥ 0`, the polarizability with unrescaled velocities lies between
`(G / (G + D))²` times the length-form value and that value itself. -/
theorem scissors_polarizability_bounds {H : V →ₗ[ℂ] V} (hH : H.IsSymmetric)
    (x : V →ₗ[ℂ] V) {v : V} {c : ι → V} {e₀ G D : ℝ} {e : ι → ℝ}
    (hv : H v = (e₀ : ℂ) • v) (hc : ∀ k, H (c k) = (e k : ℂ) • c k)
    (hG : 0 < G) (hgap : ∀ k, G ≤ e k - e₀) (hD : 0 ≤ D) :
    (G / (G + D)) ^ 2 * lengthPol x v c (fun k => e k - e₀ + D) ≤
        velocityPol (velocity H x) v c (fun k => e k - e₀ + D) ∧
      velocityPol (velocity H x) v c (fun k => e k - e₀ + D) ≤
        lengthPol x v c (fun k => e k - e₀ + D) := by
  have hω : ∀ k, 0 < e k - e₀ + D := fun k => by linarith [hgap k]
  rw [velocityPol_unrescaled hH x hv hc fun k => (hω k).ne']
  simp only [lengthPol]
  constructor
  · rw [Finset.mul_sum]
    exact Finset.sum_le_sum fun k _ => mul_le_mul_of_nonneg_right
      (factor_mono hG (hgap k) hD) (div_nonneg (sq_nonneg _) (hω k).le)
  · refine Finset.sum_le_sum fun k _ => ?_
    have h0 : 0 ≤ e k - e₀ := by linarith [hgap k]
    exact mul_le_of_le_one_left (div_nonneg (sq_nonneg _) (hω k).le)
      (pow_le_one₀ (div_nonneg h0 (hω k).le) ((div_le_one (hω k)).2 (by linarith)))
```

The theorem treats one occupied state and operators defined on all of `V`, as in a finite basis. For several occupied states with the same $G$ and $D$, adding their inequalities gives the same bounds. Position in a periodic cell is not such an operator, and local-field effects and the overlap operator of the PAW eigenvalue problem are absent from the model.

## The velocity that belongs to the shifted Hamiltonian

The loss comes from pairing shifted energies with an unshifted velocity. To see this, first note that $H_D$ is symmetric, because $D$ is real and

$$\Big\langle \sum_k\langle c_k,a\rangle c_k,\,b\Big\rangle=\sum_k\overline{\langle c_k,a\rangle}\,\langle c_k,b\rangle=\Big\langle a,\sum_k\langle c_k,b\rangle c_k\Big\rangle .$$

The inner product is conjugate-linear in its first argument. The proof writes out the action of $H_D$ in `happ` and then matches the two sums term by term.

```lean
/-- The scissors Hamiltonian of a symmetric Hamiltonian is symmetric. -/
theorem scissors_symmetric {H : V →ₗ[ℂ] V} (hH : H.IsSymmetric) (c : ι → V) (D : ℝ) :
    (scissors H c D).IsSymmetric := by
  have happ : ∀ y, scissors H c D y = H y + (D : ℂ) • ∑ k, ⟪c k, y⟫_ℂ • c k := fun y => by
    simp [scissors, LinearMap.sum_apply]
  intro a b
  rw [happ, happ, inner_add_left, inner_add_right, hH a b, inner_smul_left, inner_smul_right,
    sum_inner, inner_sum, Complex.conj_ofReal]
  congr 2
  refine Finset.sum_congr rfl fun k _ => ?_
  rw [inner_smul_left, inner_smul_right, inner_conj_symm, mul_comm]
```

If the $c_k$ are orthonormal and orthogonal to $v$, then

$$H_Dv=e_0v,\qquad H_Dc_k=(e_k+D)c_k .$$

The matrix-element identity now applies to $H_D$, with transition energy $E_k+D$. With $p_D=i[H_D,x]$,

$$\frac{|\langle c_k,p_Dv\rangle|^2}{(E_k+D)^3}=\frac{(E_k+D)^2|\langle c_k,xv\rangle|^2}{(E_k+D)^3}=\frac{|\langle c_k,xv\rangle|^2}{E_k+D},$$

and the sum is $A$. In the proof, `h1` and `h2` are the two eigenvalue equations, and `velocity_element_sq` is used a second time. For $E_k\neq0$, changing from $p$ to $p_D$ means multiplying each matrix element by $(E_k+D)/E_k$, which is the rescaling that is missing when $p$ is used with shifted energies.

```lean
/-- Let `v` and the empty states be eigenvectors of a symmetric Hamiltonian. If the empty states are
orthonormal and orthogonal to `v`, and the shifted energies are nonzero, the velocity operator of
the scissors Hamiltonian itself gives exactly the length-form polarizability. -/
theorem scissors_velocity_exact {H : V →ₗ[ℂ] V} (hH : H.IsSymmetric)
    (x : V →ₗ[ℂ] V) {v : V} {c : ι → V} {e₀ D : ℝ} {e : ι → ℝ}
    (hv : H v = (e₀ : ℂ) • v) (hc : ∀ k, H (c k) = (e k : ℂ) • c k)
    (ho : Orthonormal ℂ c) (hcv : ∀ k, ⟪c k, v⟫_ℂ = 0) (hω : ∀ k, e k - e₀ + D ≠ 0) :
    velocityPol (velocity (scissors H c D) x) v c (fun k => e k - e₀ + D) =
      lengthPol x v c (fun k => e k - e₀ + D) := by
  classical
  -- v keeps its energy, every empty state moves up by D
  have h1 : scissors H c D v = (e₀ : ℂ) • v := by
    simp [scissors, LinearMap.sum_apply, hcv, hv]
  have h2 : ∀ k, scissors H c D (c k) = ((e k + D : ℝ) : ℂ) • c k := fun k => by
    simp [scissors, LinearMap.sum_apply, orthonormal_iff_ite.mp ho, hc, add_smul]
  simp only [velocityPol, lengthPol]
  refine Finset.sum_congr rfl fun k _ => ?_
  rw [velocity_element_sq (scissors_symmetric hH c D) x h1 (h2 k),
    show e k + D - e₀ = e k - e₀ + D by ring]
  have h := hω k
  generalize e k - e₀ + D = w at h ⊢
  field_simp
```

## A two-level system

The assumptions are met by a system with two basis states and energies 0 and 1:

$$H=\begin{pmatrix}0&0\\0&1\end{pmatrix}.$$

```lean
/-- The two-level Hamiltonian `diag(0, 1)`. -/
def twoLevelH : EuclideanSpace ℂ (Fin 2) →ₗ[ℂ] EuclideanSpace ℂ (Fin 2) where
  toFun a := !₂[0, a 1]
  map_add' a b := by ext i; fin_cases i <;> simp
  map_smul' r a := by ext i; fin_cases i <;> simp
```

The position operator exchanges the two states:

$$x=\begin{pmatrix}0&1\\1&0\end{pmatrix}.$$

```lean
/-- The two-level position operator, which exchanges the two basis states. -/
def twoLevelX : EuclideanSpace ℂ (Fin 2) →ₗ[ℂ] EuclideanSpace ℂ (Fin 2) where
  toFun a := !₂[a 1, a 0]
  map_add' a b := by ext i; fin_cases i <;> simp
  map_smul' r a := by ext i; fin_cases i <;> simp
```

Take $v=(1,0)$ and the single empty state $c=(0,1)$. Then $\langle c,v\rangle=0$, $\langle c,xv\rangle=1$, and the only transition energy is 1, so $G=1$ is allowed. By the formulas above, $A=1/(1+D)$ and $B=1/(1+D)^3$, so this system sits exactly on the lower bound. The theorem below records the symmetry of $H$, the eigenvalue equations, the orthonormality of the one-member family, and the two inner products; its proof works mostly in components, and gets the last inner product from $xv=c$ and the norm of $c$.

```lean
/-- The two-level Hamiltonian is symmetric, its basis states are orthogonal eigenvectors with
energies 0 and 1, the upper one is normalised, and the position matrix element between them is 1. -/
theorem twoLevel_witness :
    twoLevelH.IsSymmetric ∧
    twoLevelH !₂[1, 0] = ((0 : ℝ) : ℂ) • !₂[1, 0] ∧
    twoLevelH !₂[0, 1] = ((1 : ℝ) : ℂ) • !₂[0, 1] ∧
    Orthonormal ℂ (fun _ : Fin 1 => (!₂[0, 1] : EuclideanSpace ℂ (Fin 2))) ∧
    ⟪(!₂[0, 1] : EuclideanSpace ℂ (Fin 2)), !₂[1, 0]⟫_ℂ = 0 ∧
    ⟪(!₂[0, 1] : EuclideanSpace ℂ (Fin 2)), twoLevelX !₂[1, 0]⟫_ℂ = 1 := by
  refine ⟨fun a b => ?_, ?_, ?_, ⟨fun _ => ?_, fun i j h => ?_⟩, ?_, ?_⟩
  · simp [twoLevelH, PiLp.inner_apply, Fin.sum_univ_two]
  · ext i; fin_cases i <;> simp [twoLevelH]
  · ext i; fin_cases i <;> simp [twoLevelH]
  · simp [EuclideanSpace.norm_eq, Fin.sum_univ_two]
  · exact (h (Subsingleton.elim i j)).elim
  · simp [PiLp.inner_apply, Fin.sum_univ_two]
  · have hn : ‖(!₂[0, 1] : EuclideanSpace ℂ (Fin 2))‖ = 1 := by
      simp [EuclideanSpace.norm_eq, Fin.sum_univ_two]
    have hx : twoLevelX !₂[1, 0] = !₂[0, 1] := by
      ext i; fin_cases i <;> simp [twoLevelX]
    rw [hx, inner_self_eq_norm_sq_to_K, hn]
    norm_num

end

end ScissorsPolarizability
```

```lean
#print axioms ScissorsPolarizability.scissors_polarizability_bounds
#print axioms ScissorsPolarizability.scissors_velocity_exact
```

```
'ScissorsPolarizability.scissors_polarizability_bounds' depends on axioms: [propext, Classical.choice, Quot.sound]
'ScissorsPolarizability.scissors_velocity_exact' depends on axioms: [propext, Classical.choice, Quot.sound]
```
